# In an ideal close-packed stacking, distinct sites lie one nearest-neighbour spacing apart or at least √2 spacings apart

Sites are integer triples (two in-plane indices and a layer number), and `s : ℤ → ℤ` gives each layer of an infinite stack a registry, with consecutive registries differing modulo 3. For triangular layers of unit spacing with basis vectors e₁, e₂ at 60°, shifted by `s k` times (e₁ + e₂)/3 and stacked at the ideal height √(2/3), the integer `sepForm` equals three times the squared distance between two sites; the file itself contains only the integer form. The theorem `sepForm_gap` says that for distinct sites this form is 3 or at least 6, so in that geometry the squared distance is 1 or at least 2. The proof splits on the layer difference: the same layer gives a positive multiple of 3, adjacent layers give (3n + 1) + 2, and layers two or more apart give at least 8. The same-layer case rests on `pos`, which shows 1 ≤ a² + ab + b² for (a, b) ≠ (0, 0) by contradiction, first turning `¬ 1 ≤ …` into `… ≤ 0`.

The failing Lean file:

```lean
import Mathlib

open Set

namespace ClosePackedStacking

noncomputable section

/-- Consecutive layers always differ in registry modulo 3. -/
def IsClosePacked (s : ℤ → ℤ) : Prop := ∀ k, ¬ (3 : ℤ) ∣ s (k + 1) - s k

/-- In-plane integer quadratic form for index differences `a, b` and registry difference `d`. -/
def planeForm (a b d : ℤ) : ℤ := 3 * (a ^ 2 + a * b + b ^ 2 + a * d + b * d) + d ^ 2

/-- The in-plane form of two sites plus twice the squared difference of their layer numbers. -/
def sepForm (s : ℤ → ℤ) (x y : ℤ × ℤ × ℤ) : ℤ :=
  planeForm (y.1 - x.1) (y.2.1 - x.2.1) (s y.2.2 - s x.2.2) + 2 * (y.2.2 - x.2.2) ^ 2

/-- The in-plane form is nonnegative. -/
theorem planeForm_nonneg (a b d : ℤ) : 0 ≤ planeForm a b d := by
  unfold planeForm
  nlinarith [sq_nonneg (2 * a + b + d), sq_nonneg (3 * b + d)]

/-- For a registry difference not divisible by 3 the in-plane form is 1 modulo 3. -/
theorem planeForm_mod (a b : ℤ) {d : ℤ} (hd : ¬ (3 : ℤ) ∣ d) : planeForm a b d % 3 = 1 := by
  obtain ⟨n, hn⟩ : ∃ n, d ^ 2 = 3 * n + 1 := by
    obtain ⟨m, rfl | rfl⟩ : ∃ m, d = 3 * m + 1 ∨ d = 3 * m + 2 := ⟨d / 3, by omega⟩
    · exact ⟨3 * m ^ 2 + 2 * m, by ring⟩
    · exact ⟨3 * m ^ 2 + 4 * m + 1, by ring⟩
  have key : ∀ t : ℤ, (3 * t + (3 * n + 1)) % 3 = 1 := by intro t; omega
  unfold planeForm
  rw [hn]
  exact key _

/-- In a close-packed stacking `sepForm` of two distinct sites is 3 or at least 6. -/
theorem sepForm_gap {s : ℤ → ℤ} (hs : IsClosePacked s) {x y : ℤ × ℤ × ℤ} (hxy : x ≠ y) :
    sepForm s x y = 3 ∨ 6 ≤ sepForm s x y := by
  obtain ⟨i, j, k⟩ := x
  obtain ⟨i', j', k'⟩ := y
  have pos : ∀ a b : ℤ, ¬(a = 0 ∧ b = 0) → 1 ≤ a ^ 2 + a * b + b ^ 2 := by
    intro a b hne
    by_contra hlt
    have hle : a ^ 2 + a * b + b ^ 2 ≤ 0 := by linarith [Int.lt_add_one_iff.1 (not_le.1 hlt)]
    have ha : a ^ 2 = 0 := le_antisymm (by nlinarith [sq_nonneg (a + 2 * b)]) (sq_nonneg _)
    have hb : b ^ 2 = 0 := le_antisymm (by nlinarith [sq_nonneg (2 * a + b)]) (sq_nonneg _)
    exact hne ⟨by simpa using ha, by simpa using hb⟩
  have h0 := planeForm_nonneg (i' - i) (j' - j) (s k' - s k)
  obtain h | rfl | rfl | h | h :
      k' = k ∨ k' = k + 1 ∨ k = k' + 1 ∨ 2 ≤ k' - k ∨ k' - k ≤ -2 := by omega
  · -- same layer: a positive multiple of 3
    have hne : ¬(i' - i = 0 ∧ j' - j = 0) := fun ⟨h1, h2⟩ =>
      hxy (by rw [show i = i' by omega, show j = j' by omega, h])
    obtain ⟨t, ht, e⟩ : ∃ t, 1 ≤ t ∧ sepForm s (i, j, k) (i', j', k') = 3 * t :=
      ⟨_, pos (i' - i) (j' - j) hne, by simp only [sepForm, planeForm, h]; ring⟩
    omega
  · -- adjacent layers: (3 n + 1) + 2
    have h1 := planeForm_mod (i' - i) (j' - j) (hs k)
    have e : sepForm s (i, j, k) (i', j', k + 1)
        = planeForm (i' - i) (j' - j) (s (k + 1) - s k) + 2 := by
      simp only [sepForm, planeForm]; ring
    omega
  · have hk := hs k'
    have h1 := planeForm_mod (i' - i) (j' - j) (d := s k' - s (k' + 1)) (by omega)
    have e : sepForm s (i, j, k' + 1) (i', j', k')
        = planeForm (i' - i) (j' - j) (s k' - s (k' + 1)) + 2 := by
      simp only [sepForm, planeForm]; ring
    omega
  all_goals
    -- two or more layers apart: the height alone gives at least 8
    have h4 : 4 ≤ (k' - k) ^ 2 := by nlinarith
    right
    simp only [sepForm]
    linarith

end

end ClosePackedStacking
```

The error:

```
Main.lean:43:88: error: Application type mismatch: The argument
  hlt
has type
  ¬1 ≤ a ^ 2 + a * b + b ^ 2
but is expected to have type
  ¬?m.169 + 1 ≤ ?m.175
in the application
  not_le.mp hlt
```

As a diff, the version that Lean accepts:

```diff
@@ -41,5 +41,6 @@
     intro a b hne
     by_contra hlt
-    have hle : a ^ 2 + a * b + b ^ 2 ≤ 0 := by linarith [Int.lt_add_one_iff.1 (not_le.1 hlt)]
+    have aux : ∀ t : ℤ, ¬ 1 ≤ t → t ≤ 0 := by intro t ht; omega
+    have hle : a ^ 2 + a * b + b ^ 2 ≤ 0 := aux _ hlt
     have ha : a ^ 2 = 0 := le_antisymm (by nlinarith [sq_nonneg (a + 2 * b)]) (sq_nonneg _)
     have hb : b ^ 2 = 0 := le_antisymm (by nlinarith [sq_nonneg (2 * a + b)]) (sq_nonneg _)
```

Cause. The single error lies in the term handed to `linarith` for `hle`. `Int.lt_add_one_iff.1` turns `x < y + 1` into `x ≤ y`, so its argument is expected to have type `?x < ?y + 1`. Since `not_le.1` takes `¬ p ≤ q` to `q < p`, this expected type forces its argument to have type `¬ ?y + 1 ≤ ?x`, which is the `¬?m.169 + 1 ≤ ?m.175` of the message. The hypothesis `hlt` has the numeral `1` on the left of `≤`. Matching would need `?y + 1` to unify with the literal `1`; unification does not solve this by choosing `?y := 0`, so the application is rejected and the term does not elaborate.

The repair drops both lemmas. The new `aux` states the step for an integer variable `t`: from `¬ 1 ≤ t` follows `t ≤ 0`. This is linear integer arithmetic, which `omega` proves without the numeral having to look like a sum. In `aux _ hlt` the placeholder becomes `a ^ 2 + a * b + b ^ 2`, the premise is then exactly the type of `hlt`, and the conclusion is the unchanged statement of `hle`.
